# Canonical partition functions of ideal bosons and fermions on finitely many levels, from permutation cycles

Q: For \(N\) ideal bosons I replace the sum over occupations by \(1/N!\) times a sum over permutations, with a factor \(Z_1(k\beta)\) for each cycle of length \(k\). Here \(Z_1\) is the one-particle partition function and \(\beta\) the inverse temperature. For two particles this gives \(\tfrac12[Z_1(\beta)^2+Z_1(2\beta)]\), and for fermions the second term gets a minus sign. In path-integral simulation of non-interacting particles the same products weight the permutations once the particle positions are integrated out. How does the general case go by hand?

A: Let level \(a\) have Boltzmann factor \(x_a\), and set \(p_k=\sum_a x_a^k\). Choosing one level for each cycle of \(\sigma\) is the same as choosing an assignment \(f\) of particles to levels that \(\sigma\) leaves unchanged. Expanding the product therefore gives
\[
\prod_{c}p_{|c|}=\sum_{f:\,f\circ\sigma=f}\ \prod_i x_{f(i)},
\]
where \(c\) runs over the cycles of \(\sigma\) and \(|c|\) is the length. Now sum over \(\sigma\) with a coefficient \(\epsilon(\sigma)\), either 1 or the sign, and exchange the sums:
\[
\sum_\sigma \epsilon(\sigma)\prod_c p_{|c|}=\sum_f\Big(\sum_{\sigma:\,f\circ\sigma=f}\epsilon(\sigma)\Big)\prod_i x_{f(i)} .
\]

Q: And the inner sum?

A: For bosons it counts the permutations that fix \(f\). If level \(a\) holds \(n_a\) particles, there are \(\prod_a n_a!\) of them, and \(N!/\prod_a n_a!\) assignments share that occupation. Each occupation thus counts \(N!\) times, and the total is \(N!\,h_N\), with \(h_N\) the sum of Boltzmann weights over all occupations.

For fermions, suppose \(f(i)=f(j)\) with \(i\neq j\). Then \(\sigma\mapsto(i\,j)\sigma\) pairs the fixing permutations with opposite signs, so they cancel. If all levels are distinct, only the identity fixes \(f\), and each set of \(N\) levels arises from \(N!\) assignments. The total is \(N!\,e_N\), with \(e_N\) the sum over such sets.

Finally, \(x_a=e^{-\beta E_a}\), with \(E_a\) the energy of level \(a\), gives \(p_k=\sum_a e^{-k\beta E_a}=Z_1(k\beta)\).

Q: Does the Lean text speak of the same objects?

A: The finite type `ι` labels the levels, and the factors lie in any commutative ring `R`, complex numbers included. A "level" is a single one-particle state, so degenerate or spin states are listed separately.

```lean
import Mathlib

open Finset
open Equiv (Perm)
open scoped Classical

namespace PermutationCyclePartition

noncomputable section

variable {ι R : Type*} [Fintype ι] [CommRing R] {N : ℕ}

/-- The power sum `p_k` of the Boltzmann factors `x`. -/
def powerSum (x : ι → R) (k : ℕ) : R := ∑ a, x a ^ k
```

Q: Are fixed points counted as cycles? Many conventions omit them.

A: They are counted. A cycle here is a class of the "same cycle" relation on the particle labels `Fin N`, so a fixed point is a class of size one and contributes \(p_1\).

```lean
/-- The product of `p_length` over all cycles of `σ`, fixed points included as cycles of
length one. -/
def cycleWeight (p : ℕ → R) (σ : Perm (Fin N)) : R :=
  ∏ c : Quotient (Equiv.Perm.SameCycle.setoid σ),
    p (univ.filter fun i => Quotient.mk (Equiv.Perm.SameCycle.setoid σ) i = c).card
```

Q: What separates the two statistics?

A: Bosons are summed over `Sym ι N`, the multisets of \(N\) levels; fermions over the \(N\)-element sets of levels. These are \(h_N\) and \(e_N\), despite the names `bosonZ` and `fermionZ`. The map `occupation` forgets which particle sits where.

```lean
/-- The complete homogeneous sum `h_N`: levels may be occupied repeatedly. -/
def bosonZ (x : ι → R) (N : ℕ) : R := ∑ s : Sym ι N, (s.1.map x).prod

/-- The elementary symmetric sum `e_N`: each level is occupied at most once. -/
def fermionZ (x : ι → R) (N : ℕ) : R := ∑ S ∈ powersetCard N (univ : Finset ι), ∏ a ∈ S, x a

/-- The multiset of occupied levels when particle `i` sits in level `f i`. -/
def occupation (f : Fin N → ι) : Sym ι N := ⟨univ.val.map f, by simp⟩
```

Q: Where is the factor \(N!\) obtained?

A: In the next two results. First, assignments with equal occupation put equally many particles in each level, so matching them level by level gives a permutation \(\tau\) with \(f=g\circ\tau\).

```lean
omit [Fintype ι] in
/-- Two assignments of particles to levels with the same occupation differ by a permutation
of the particles. -/
theorem exists_perm_of_occupation_eq (f g : Fin N → ι) (h : occupation f = occupation g) :
    ∃ τ : Perm (Fin N), f = g ∘ τ := by
  have key : ∀ (u : Fin N → ι) (a : ι),
      Fintype.card {i // u i = a} = (univ.val.map u).count a := by
    intro u a
    rw [Multiset.count_map, Fintype.card_subtype]
    refine congrArg Multiset.card ?_
    rw [Finset.filter_val]
    exact Multiset.filter_congr fun i _ => eq_comm
  have hc : ∀ a, Fintype.card {i // f i = a} = Fintype.card {i // g i = a} := by
    intro a
    rw [key, key]
    exact congrArg (fun s : Sym ι N => s.1.count a) h
  exact ⟨Equiv.ofFiberEquiv (f := f) (g := g) fun a => Fintype.equivOfCardEq (hc a),
    funext fun i => (Equiv.ofFiberEquiv_map _ i).symm⟩
```

The count then avoids the factorials \(n_a!\). Fix a reference \(g\) and sort all \(N!\) permutations by the assignment \(g\circ\sigma\). Left multiplication by \(\tau\) turns the permutations fixing \(f\) into those carrying \(g\) to \(f\), so the fixing numbers add up to \(N!\).

```lean
/-- Summing over assignments of particles to levels, each weighted by the number of
permutations that leave it unchanged, counts every occupation exactly `N!` times. -/
theorem sum_assignments (w : Sym ι N → R) :
    ∑ f : Fin N → ι, ((univ.filter fun σ : Perm (Fin N) => f ∘ σ = f).card : R)
      * w (occupation f) = (N.factorial : R) * ∑ s, w s := by
  rw [← Finset.sum_fiberwise univ (occupation (ι := ι) (N := N)), Finset.mul_sum]
  refine sum_congr rfl fun s _ => ?_
  -- a reference assignment `g` with occupation `s`
  obtain ⟨g, hg⟩ : ∃ g : Fin N → ι, occupation g = s := by
    obtain ⟨m, hm⟩ := s
    obtain ⟨l, rfl⟩ := Quot.exists_rep m
    have hl : l.length = N := hm
    subst hl
    exact ⟨l.get, Subtype.ext ((Fin.univ_val_map _).trans
      (congrArg (fun l : List ι => (l : Multiset ι)) (List.ofFn_get l)))⟩
  -- permutations fixing `f` correspond to permutations carrying `g` to `f`
  have hcount : ∀ f : Fin N → ι, occupation f = s →
      (univ.filter fun σ : Perm (Fin N) => f ∘ σ = f).card
        = (univ.filter fun σ : Perm (Fin N) => g ∘ σ = f).card := by
    intro f hf
    obtain ⟨τ, hτ⟩ := exists_perm_of_occupation_eq f g (hf.trans hg.symm)
    have hmul : ∀ σ : Perm (Fin N), g ∘ ⇑(τ * σ) = f ∘ σ := by
      intro σ
      rw [hτ]
      rfl
    refine Finset.card_bij (fun σ _ => τ * σ) ?_ ?_ ?_
    · intro σ hσ
      exact mem_filter.2 ⟨mem_univ _, (hmul σ).trans (mem_filter.1 hσ).2⟩
    · intro a _ b _ h
      exact mul_left_cancel h
    · intro σ hσ
      refine ⟨τ⁻¹ * σ, mem_filter.2 ⟨mem_univ _, ?_⟩, mul_inv_cancel_left τ σ⟩
      rw [← hmul, mul_inv_cancel_left]
      exact (mem_filter.1 hσ).2
  have htot := Finset.card_eq_sum_card_fiberwise (s := (univ : Finset (Perm (Fin N))))
    (t := univ.filter fun f : Fin N → ι => occupation f = s)
    (f := fun σ : Perm (Fin N) => g ∘ σ) (by
      intro σ _
      refine mem_coe.2 (mem_filter.2 ⟨mem_univ _, Eq.trans (Subtype.ext ?_) hg⟩)
      have hσ : univ.val.map σ = univ.val := congrArg Finset.val (Finset.map_univ_equiv σ)
      change univ.val.map (g ∘ σ) = univ.val.map g
      rw [← Multiset.map_map, hσ])
  rw [Finset.card_univ, Fintype.card_perm, Fintype.card_fin] at htot
  rw [htot, Nat.cast_sum, Finset.sum_mul]
  refine sum_congr rfl fun f hf => ?_
  rw [hcount f (mem_filter.1 hf).2, (mem_filter.1 hf).2]
```

Q: And the expansion over cycles?

A: `Finset.prod_univ_sum` expands the product, and `Finset.sum_bij` matches choices per cycle with invariant assignments. For the converse direction, `hn` shows that \(f\) is constant along powers of \(\sigma\).

```lean
/-- The cycle product of power sums is the sum of the Boltzmann weights of all assignments
of particles to levels that the permutation leaves unchanged. -/
theorem cycleWeight_powerSum (x : ι → R) (σ : Perm (Fin N)) :
    cycleWeight (powerSum x) σ
      = ∑ f ∈ univ.filter (fun f : Fin N → ι => f ∘ σ = f), ∏ i, x (f i) := by
  unfold cycleWeight powerSum
  rw [Finset.prod_univ_sum, Fintype.piFinset_univ]
  -- a choice of one level per cycle is the same as an invariant assignment
  refine Finset.sum_bij
    (fun g _ => fun i => g (Quotient.mk (Equiv.Perm.SameCycle.setoid σ) i)) ?_ ?_ ?_ ?_
  · intro g _
    refine mem_filter.2 ⟨mem_univ _, funext fun i => congrArg g (Quotient.sound ?_)⟩
    exact Equiv.Perm.sameCycle_apply_left.2 (Equiv.Perm.SameCycle.refl σ i)
  · intro g _ g' _ h
    funext c
    exact Quotient.inductionOn c fun i => congrFun h i
  · intro f hf
    have hn : ∀ (n : ℕ) (i : Fin N), f ((σ ^ n) i) = f i := by
      intro n
      induction n with
      | zero => intro i; rfl
      | succ n ih =>
        intro i
        rw [pow_succ, Equiv.Perm.mul_apply, ih]
        exact congrFun (mem_filter.1 hf).2 i
    refine ⟨Quotient.lift f ?_, mem_univ _, rfl⟩
    rintro i j ⟨k, rfl⟩
    obtain ⟨n, rfl | rfl⟩ := k.eq_nat_or_neg
    · rw [zpow_natCast, hn]
    · have h := hn n ((σ ^ n)⁻¹ i)
      rw [zpow_neg, zpow_natCast]
      simpa using h
  · intro g _
    rw [← Finset.prod_fiberwise univ (Quotient.mk (Equiv.Perm.SameCycle.setoid σ))]
    refine prod_congr rfl fun c _ => ?_
    rw [← Finset.prod_const]
    exact prod_congr rfl fun i hi => congrArg (fun d => x (g d)) (mem_filter.1 hi).2.symm
```

The exchange of sums holds for any coefficients.

```lean
/-- The sum over permutations of the cycle products of power sums, with any coefficients `c`, equals
the sum over assignments of their Boltzmann weights, each multiplied by the sum of the coefficients
of the permutations that leave the assignment unchanged. -/
theorem sum_cycleWeight (c : Perm (Fin N) → R) (x : ι → R) :
    ∑ σ, c σ * cycleWeight (powerSum x) σ
      = ∑ f : Fin N → ι, (∑ σ ∈ univ.filter (fun σ : Perm (Fin N) => f ∘ σ = f), c σ)
        * ((occupation f).1.map x).prod := by
  have hP : ∀ f : Fin N → ι, ((occupation f).1.map x).prod = ∏ i, x (f i) := by
    intro f
    change ((univ.val.map f).map x).prod = _
    rw [Multiset.map_map]
    rfl
  simp only [cycleWeight_powerSum, hP, Finset.sum_filter, Finset.mul_sum, Finset.sum_mul,
    mul_ite, ite_mul, mul_zero, zero_mul]
  exact Finset.sum_comm
```

Q: The fermionic cancellation?

A: `Finset.sum_involution` carries out the pairing by a transposition. In the injective case the result is written as the number of fixing permutations, which lets the bosonic count serve again.

```lean
omit [Fintype ι] in
/-- The signs of the permutations leaving an assignment unchanged cancel if two particles
share a level; otherwise they add up to the number of these permutations. -/
theorem sum_sign_fixing (f : Fin N → ι) :
    ∑ σ ∈ univ.filter (fun σ : Perm (Fin N) => f ∘ σ = f), ((Equiv.Perm.sign σ : ℤ) : R)
      = if Function.Injective f then
          ((univ.filter fun σ : Perm (Fin N) => f ∘ σ = f).card : R) else 0 := by
  split_ifs with hf
  · rw [Finset.card_eq_sum_ones, Nat.cast_sum]
    refine sum_congr rfl fun σ hσ => ?_
    have h1 : σ = 1 := Equiv.ext fun i => hf (congrFun (mem_filter.1 hσ).2 i)
    simp [h1]
  · simp only [Function.Injective, not_forall] at hf
    obtain ⟨i, j, hij, hne⟩ := hf
    have hs : ∀ k, f (Equiv.swap i j k) = f k := by
      intro k
      rw [Equiv.swap_apply_def]
      split_ifs with h1 h2
      · rw [h1, hij]
      · rw [h2, hij]
      · rfl
    -- exchanging the two particles pairs permutations of opposite sign
    refine Finset.sum_involution (fun σ _ => Equiv.swap i j * σ) ?_ ?_ ?_ ?_
    · intro σ _
      simp [Equiv.Perm.sign_mul, Equiv.Perm.sign_swap hne]
    · intro σ _ _ h
      have h1 : Equiv.swap i j = 1 := mul_right_cancel (h.trans (one_mul σ).symm)
      have h2 : Equiv.swap i j i = i := by rw [h1]; rfl
      rw [Equiv.swap_apply_left] at h2
      exact hne h2.symm
    · intro σ hσ
      exact mem_filter.2 ⟨mem_univ _,
        funext fun k => (hs (σ k)).trans (congrFun (mem_filter.1 hσ).2 k)⟩
    · intro σ _
      exact Equiv.swap_mul_self_mul i j σ
```

With all coefficients equal to 1, the boson formula follows.

```lean
/-- Bosons: the sum over all permutations of the cycle products of power sums is `N! h_N`. -/
theorem sum_perm_eq_boson (x : ι → R) (N : ℕ) :
    ∑ σ : Perm (Fin N), cycleWeight (powerSum x) σ = (N.factorial : R) * bosonZ x N := by
  have h := sum_cycleWeight (fun _ : Perm (Fin N) => (1 : R)) x
  simp only [one_mul, Finset.sum_const, nsmul_eq_mul, mul_one] at h
  rw [h]
  exact sum_assignments fun s => (s.1.map x).prod
```

With signs, the sets of levels are identified with the occupations without repetition, and all other occupations get weight zero.

```lean
/-- Fermions: the sum over all permutations of the sign times the cycle product of power sums is
`N! e_N`. -/
theorem sum_sign_perm_eq_fermion (x : ι → R) (N : ℕ) :
    ∑ σ : Perm (Fin N), ((Equiv.Perm.sign σ : ℤ) : R) * cycleWeight (powerSum x) σ
      = (N.factorial : R) * fermionZ x N := by
  -- sets of levels are occupations without repetition
  have hE : fermionZ x N = ∑ s : Sym ι N, if s.1.Nodup then (s.1.map x).prod else 0 := by
    unfold fermionZ
    rw [← Finset.sum_filter]
    refine Finset.sum_bij
      (fun S hS => (⟨S.val, (mem_powersetCard.1 hS).2⟩ : Sym ι N)) ?_ ?_ ?_ ?_
    · intro S _
      exact mem_filter.2 ⟨mem_univ _, S.nodup⟩
    · intro S _ T _ h
      exact Finset.val_injective (congrArg Subtype.val h)
    · intro s hs
      exact ⟨⟨s.1, (mem_filter.1 hs).2⟩, mem_powersetCard.2 ⟨subset_univ _, s.2⟩, rfl⟩
    · intro S _
      rfl
  rw [sum_cycleWeight, hE, ← sum_assignments]
  refine sum_congr rfl fun f _ => ?_
  have hn : (occupation f).1.Nodup ↔ Function.Injective f := by
    change (univ.val.map f).Nodup ↔ _
    rw [Fin.univ_val_map, Multiset.coe_nodup, List.nodup_ofFn]
  rw [sum_sign_fixing]
  by_cases h : Function.Injective f
  · rw [if_pos h, if_pos (hn.2 h)]
  · rw [if_neg h, if_neg (mt hn.1 h), zero_mul, mul_zero]
```

Q: So is the last theorem my partition function?

A: For real energies and real \(\beta\), it equates the Boltzmann sums over occupations with the permutation sums divided by \(N!\). The proof factorises the exponential of the total energy and uses \(p_k=Z_1(k\beta)\).

```lean
/-- The one-particle partition function at inverse temperature `β` for level energies `E`. -/
def singleZ (E : ι → ℝ) (β : ℝ) : ℝ := ∑ a, Real.exp (-β * E a)

/-- On finitely many levels, the canonical partition functions of `N` ideal bosons and of `N` ideal
fermions, written as Boltzmann sums over occupations, are `1/N!` times the sum over permutations,
without and with sign, of the product of one-particle partition functions at `β` times the cycle
length. -/
theorem canonical_partition_functions (E : ι → ℝ) (β : ℝ) (N : ℕ) :
    (∑ s : Sym ι N, Real.exp (-β * (s.1.map E).sum)
      = (∑ σ : Perm (Fin N), cycleWeight (fun k => singleZ E (k * β)) σ) / N.factorial) ∧
    (∑ S ∈ powersetCard N (univ : Finset ι), Real.exp (-β * ∑ a ∈ S, E a)
      = (∑ σ : Perm (Fin N), ((Equiv.Perm.sign σ : ℤ) : ℝ)
          * cycleWeight (fun k => singleZ E (k * β)) σ) / N.factorial) := by
  have hN : (N.factorial : ℝ) ≠ 0 := Nat.cast_ne_zero.2 N.factorial_ne_zero
  -- the `k`-th power sum of the Boltzmann factors is the one-particle function at `k * β`
  have hp : (fun k : ℕ => singleZ E (k * β)) = powerSum fun a => Real.exp (-β * E a) := by
    funext k
    refine sum_congr rfl fun a _ => ?_
    rw [← Real.exp_nat_mul]
    congr 1
    ring
  -- the Boltzmann factor of the total energy factorises
  have hm : ∀ m : Multiset ι,
      Real.exp (-β * (m.map E).sum) = (m.map fun a => Real.exp (-β * E a)).prod := by
    intro m
    induction m using Multiset.induction_on with
    | empty => simp
    | cons a m ih =>
      rw [Multiset.map_cons, Multiset.map_cons, Multiset.sum_cons, Multiset.prod_cons, ← ih,
        mul_add, Real.exp_add]
  rw [hp, sum_perm_eq_boson, sum_sign_perm_eq_fermion, mul_div_cancel_left₀ _ hN,
    mul_div_cancel_left₀ _ hN]
  exact ⟨sum_congr rfl fun s _ => hm s.1, sum_congr rfl fun S _ => hm S.val⟩

end

end PermutationCyclePartition
```

```lean
#print axioms PermutationCyclePartition.canonical_partition_functions
```

```
'PermutationCyclePartition.canonical_partition_functions' depends on axioms: [propext, Classical.choice, Quot.sound]
```

Q: What is left for me to supply?

A: The identification of these occupation sums with the trace of \(e^{-\beta H}\) over symmetric or antisymmetric \(N\)-particle states, for a non-interacting Hamiltonian \(H\). The level set is also finite, so a harmonic trap enters only after truncation.
